# A relative error bound for couplings neglected in the outer space

Let D be a positive definite matrix, W a Hermitian matrix and 0 ≤ q < 1, with qD − W and qD + W both positive semidefinite. Then for every vector v

⟨v, D⁻¹v⟩ / (1 + q) ≤ ⟨v, (D + W)⁻¹v⟩ ≤ ⟨v, D⁻¹v⟩ / (1 − q).

The quantity in the middle arises when a wavefunction in an active space is corrected for the states left outside it. Let E₀ be the reference energy and vᵢ the Hamiltonian matrix element between outer state i and the reference function, all these states being orthonormal. If the outer Hamiltonian minus E₀ is D + W, the correction of second order in v lowers the energy by ⟨v, (D + W)⁻¹v⟩. Often only the diagonal part D, with entries dᵢ, is kept, and the inverse becomes a sum:

⟨v, D⁻¹v⟩ = ∑ᵢ |vᵢ|² / dᵢ.

The neglected W contains the couplings between outer states. The number q measures their strength relative to the excitation energies in D. The condition q < 1 is sufficient to ensure that they do not pull an outer level down to the reference energy.

## Derivation from a trial vector

Write ⟨a, b⟩ = ∑ᵢ aᵢ* bᵢ. Let A be positive definite, x = A⁻¹v, and z any trial vector. Positivity at x − z gives

0 ≤ ⟨x − z, A(x − z)⟩ = ⟨x, Ax⟩ − ⟨x, Az⟩ − ⟨z, Ax⟩ + ⟨z, Az⟩.

Since Ax = v and A is Hermitian, the first term is ⟨v, A⁻¹v⟩ and the two middle terms add up to −2 Re⟨v, z⟩. Hence

2 Re⟨v, z⟩ − ⟨z, Az⟩ ≤ ⟨v, A⁻¹v⟩.  (1)

This is the Hylleraas variational principle with its sign reversed.

Now let B also be positive definite, and suppose that ⟨z, Az⟩ ≤ c⟨z, Bz⟩ for all z, with c > 0. Put y = B⁻¹v and b = ⟨v, B⁻¹v⟩ = ⟨y, By⟩. Inserting z = y/c in (1) gives

2b/c − ⟨y, Ay⟩/c² ≤ ⟨v, A⁻¹v⟩.

Because ⟨y, Ay⟩ ≤ cb, the left side is at least b/c, so

⟨v, B⁻¹v⟩ ≤ c⟨v, A⁻¹v⟩.  (2)

To apply (2), D + W must be positive definite. It is, because

D + W = (1 − q)D + (qD + W)

is a positive definite matrix plus a positive semidefinite one.

Positivity of qD − W says that ⟨z, (D + W)z⟩ ≤ (1 + q)⟨z, Dz⟩. With A = D + W, B = D and c = 1 + q, (2) gives the lower bound. Positivity of qD + W says that (1 − q)⟨z, Dz⟩ ≤ ⟨z, (D + W)z⟩. With A = D, B = D + W and c = 1/(1 − q), (2) gives the upper bound.

Write u for the uncoupled value ⟨v, D⁻¹v⟩ and w for the coupled value ⟨v, (D + W)⁻¹v⟩. The bounds read u ≤ (1 + q)w and (1 − q)w ≤ u, so

|u − w| ≤ qw.

## The sum and the linear system in a calculation

In a selected configuration interaction calculation with a perturbative correction, the outer states can be determinants, and a program can then accumulate |vᵢ|²/dᵢ one determinant at a time. Keeping W means solving (D + W)x = v and evaluating ⟨v, x⟩. For diagonal D, an admissible q is the largest row sum

maxᵢ ∑ⱼ |Wᵢⱼ| / √(dᵢdⱼ),

provided that it is below 1. The computed sum u then fixes an interval for the coupled value, from u/(1 + q) to u/(1 − q).

The same argument works with separate constants for the two signs. If aD + W and bD − W are positive semidefinite, with 0 ≤ a < 1 and b ≥ 0, then

u/(1 + b) ≤ w ≤ u/(1 − a).

For a positive semidefinite W one may take a = 0, and then w ≤ u. Unless W is zero, this case requires some nonzero diagonal entries in W: if D is the full diagonal part, W has zero trace and is positive semidefinite only when it vanishes. This variant is derived here in prose alone.

## Outer states and quadratic forms in Lean

The finite type `n` labels the outer states, so the outer space has finite dimension.

```lean
import Mathlib

open Matrix
open scoped ComplexOrder

namespace OuterCouplingError

noncomputable section

variable {n : Type*} [Fintype n] [DecidableEq n]
```

The function `expect A v` is the real part of ⟨v, Av⟩; for a Hermitian matrix the form is real and nothing is lost. Despite its name it is not a normalised expectation value. Here v is a vector of couplings, and its length carries their strength. Rescaling v multiplies every term of the bounds by the same factor.

```lean
/-- The real part of the quadratic form `⟨v, A v⟩`. -/
def expect (A : Matrix n n ℂ) (v : n → ℂ) : ℝ := (star v ⬝ᵥ A *ᵥ v).re
```

The diagonal model takes real energies `d i`, measured from the reference energy, and places them on the diagonal of a complex matrix.

```lean
/-- The diagonal outer-space Hamiltonian with real excitation energies `d i`. -/
def outerH (d : n → ℝ) : Matrix n n ℂ := diagonal fun i => (d i : ℂ)
```

Positive semidefiniteness in Mathlib includes Hermiticity, and it makes the complex number ⟨v, Av⟩ nonnegative in the order on ℂ. The next lemma extracts the real part of that inequality.

```lean
omit [DecidableEq n] in
/-- A positive semidefinite matrix has a nonnegative quadratic form. -/
lemma expect_nonneg {A : Matrix n n ℂ} (hA : A.PosSemidef) (v : n → ℂ) :
    0 ≤ expect A v :=
  (Complex.le_def.1 (hA.dotProduct_mulVec_nonneg v)).1
```

## The variational bound and the order of inverses

The first theorem is inequality (1). The vector `x` is A⁻¹v, and `hx` records Ax = v, which holds because a positive definite matrix has nonzero determinant. Hermiticity enters in `hs`, which turns ⟨x, Az⟩ into ⟨v, z⟩. The statement `hre` says that exchanging the arguments of an inner product leaves its real part unchanged. Expanding `h0`, the positivity at x − z, then leaves a linear inequality for `linarith`.

```lean
/-- Variational bound: for positive definite `A`, every trial vector `z` gives a lower bound
`2 Re⟨v, z⟩ - ⟨z, A z⟩` to `⟨v, A⁻¹ v⟩`. -/
theorem variational_bound {A : Matrix n n ℂ} (hA : A.PosDef) (v z : n → ℂ) :
    2 * (star v ⬝ᵥ z).re - expect A z ≤ expect A⁻¹ v := by
  have hdet : IsUnit A.det := isUnit_iff_ne_zero.2 hA.det_pos.ne'
  obtain ⟨x, hxd⟩ : ∃ x, x = A⁻¹ *ᵥ v := ⟨_, rfl⟩
  have hx : A *ᵥ x = v := by
    rw [hxd, Matrix.mulVec_mulVec, Matrix.mul_nonsing_inv _ hdet, Matrix.one_mulVec]
  have hs : star x ⬝ᵥ A *ᵥ z = star v ⬝ᵥ z := by
    rw [← hx, Matrix.star_mulVec, hA.isHermitian.eq, Matrix.dotProduct_mulVec]
  have hre : ∀ a b : n → ℂ, (star a ⬝ᵥ b).re = (star b ⬝ᵥ a).re := by
    intro a b
    simp only [dotProduct, Complex.re_sum, Pi.star_apply, Complex.mul_re, Complex.star_def,
      Complex.conj_re, Complex.conj_im]
    exact Finset.sum_congr rfl fun i _ => by ring
  -- positivity of the form at the deviation from the exact response vector
  have h0 := expect_nonneg hA.posSemidef (x - z)
  unfold expect at h0 ⊢
  rw [Matrix.mulVec_sub, hx, star_sub, sub_dotProduct, dotProduct_sub, dotProduct_sub, hs] at h0
  simp only [Complex.sub_re] at h0
  rw [← hxd]
  linarith [hre x v, hre z v]
```

Inequality (2) comes next. Its hypothesis `hAB` compares the quadratic forms for all vectors, and its conclusion compares the inverses in the opposite order. In the proof, `hy` is the identity ⟨y, By⟩ = ⟨v, B⁻¹v⟩, and `h1` applies the variational bound to y/c. The steps `h2` and `h3` take the factors of 1/c out of the two terms, `h4` uses the comparison of A with B, and `h5` is the result before multiplication by c.

```lean
/-- Inversion reverses order: if `⟨z, A z⟩ ≤ c ⟨z, B z⟩` for all `z`, with `A`, `B` positive
definite and `c > 0`, then `⟨v, B⁻¹ v⟩ ≤ c ⟨v, A⁻¹ v⟩`. -/
theorem inverse_order {A B : Matrix n n ℂ} (hA : A.PosDef) (hB : B.PosDef) {c : ℝ}
    (hc : 0 < c) (hAB : ∀ z, expect A z ≤ c * expect B z) (v : n → ℂ) :
    expect B⁻¹ v ≤ c * expect A⁻¹ v := by
  have hdet : IsUnit B.det := isUnit_iff_ne_zero.2 hB.det_pos.ne'
  have hy : expect B (B⁻¹ *ᵥ v) = expect B⁻¹ v := by
    unfold expect
    rw [Matrix.mulVec_mulVec, Matrix.mul_nonsing_inv _ hdet, Matrix.one_mulVec,
      Matrix.star_mulVec, hB.isHermitian.inv.eq, Matrix.dotProduct_mulVec]
  -- the trial vector is the response of `B`, scaled by `1 / c`
  have h1 := variational_bound hA v (c⁻¹ • (B⁻¹ *ᵥ v))
  have h2 : expect A (c⁻¹ • (B⁻¹ *ᵥ v)) = c⁻¹ ^ 2 * expect A (B⁻¹ *ᵥ v) := by
    unfold expect
    rw [Matrix.mulVec_smul, star_smul, smul_dotProduct, dotProduct_smul, Complex.smul_re,
      Complex.smul_re, star_trivial, smul_eq_mul, smul_eq_mul]
    ring
  have h3 : (star v ⬝ᵥ (c⁻¹ • (B⁻¹ *ᵥ v))).re = c⁻¹ * expect B⁻¹ v := by
    rw [dotProduct_smul, Complex.smul_re, smul_eq_mul, expect]
  have h4 : c⁻¹ ^ 2 * expect A (B⁻¹ *ᵥ v) ≤ c⁻¹ * expect B⁻¹ v := by
    calc c⁻¹ ^ 2 * expect A (B⁻¹ *ᵥ v)
        ≤ c⁻¹ ^ 2 * (c * expect B (B⁻¹ *ᵥ v)) :=
          mul_le_mul_of_nonneg_left (hAB _) (by positivity)
      _ = c⁻¹ * expect B⁻¹ v := by rw [hy]; field_simp
  rw [h2, h3] at h1
  have h5 : c⁻¹ * expect B⁻¹ v ≤ expect A⁻¹ v := by linarith
  calc expect B⁻¹ v = c * (c⁻¹ * expect B⁻¹ v) := by field_simp
    _ ≤ c * expect A⁻¹ v := mul_le_mul_of_nonneg_left h5 hc.le
```

## Bounds on the coupled value

Positive definiteness of D + W follows from the decomposition given above, which the tactic `module` confirms as an identity. The inverse in the main theorem is therefore a true inverse.

```lean
omit [Fintype n] [DecidableEq n] in
/-- If `D` is positive definite, `q < 1` and `qD + W` is positive semidefinite, then the coupled
Hamiltonian `D + W` is positive definite. -/
theorem coupled_posDef {D W : Matrix n n ℂ} {q : ℝ} (hD : D.PosDef) (hq1 : q < 1)
    (hp : (q • D + W).PosSemidef) : (D + W).PosDef := by
  have h := (hD.smul (sub_pos.2 hq1)).add_posSemidef hp
  have e : (1 - q) • D + (q • D + W) = D + W := by module
  rwa [e] at h
```

The main theorem takes a positive definite `D`, not necessarily diagonal, so D may also retain some of the couplings. The hypotheses `hm` and `hp` are the semidefiniteness of qD − W and qD + W. Since D is Hermitian, they force W to be Hermitian as well, and no separate assumption is needed. The conclusion is the pair of inequalities for every `v`.

What the hypotheses leave open is the choice of energy. In exact partitioning, the energy subtracted from the outer Hamiltonian is the eigenvalue being sought, whereas here D, W and v are fixed in advance. The theorem thus compares two corrections at the same energy and does not bound the error of the final eigenvalue.

The first half of the proof clears the denominator, and the second writes the division as multiplication by 1/(1 − q). Each then calls `inverse_order`, with c = 1 + q in the first and c = 1/(1 − q) in the second. The required comparison of forms comes from `hm` and `hp` respectively, through `expect_nonneg`.

```lean
/-- For positive definite `D`, `0 ≤ q < 1`, and `qD - W`, `qD + W` positive semidefinite, the
coupled value `⟨v, (D + W)⁻¹ v⟩` lies between `⟨v, D⁻¹ v⟩ / (1 + q)` and
`⟨v, D⁻¹ v⟩ / (1 - q)`. -/
theorem coupled_value_bounds {D W : Matrix n n ℂ} {q : ℝ} (hD : D.PosDef) (hq0 : 0 ≤ q)
    (hq1 : q < 1) (hm : (q • D - W).PosSemidef) (hp : (q • D + W).PosSemidef) (v : n → ℂ) :
    expect D⁻¹ v / (1 + q) ≤ expect (D + W)⁻¹ v ∧
      expect (D + W)⁻¹ v ≤ expect D⁻¹ v / (1 - q) := by
  have hA := coupled_posDef hD hq1 hp
  have hpos : 0 < 1 - q := sub_pos.2 hq1
  have hadd : ∀ z, expect (D + W) z = expect D z + expect W z := fun z => by
    simp only [expect, Matrix.add_mulVec, dotProduct_add, Complex.add_re]
  constructor
  · -- `D + W ≤ (1 + q) D`
    rw [div_le_iff₀ (by linarith), mul_comm]
    refine inverse_order hA hD (by linarith) (fun z => ?_) v
    have h := expect_nonneg hm z
    simp only [expect, Matrix.sub_mulVec, Matrix.smul_mulVec, dotProduct_sub, dotProduct_smul,
      Complex.sub_re, Complex.smul_re, smul_eq_mul] at h
    rw [hadd]
    unfold expect
    linarith
  · -- `D ≤ (D + W) / (1 - q)`
    rw [div_eq_inv_mul]
    refine inverse_order hD hA (inv_pos.2 hpos) (fun z => ?_) v
    have h := expect_nonneg hp z
    simp only [expect, Matrix.add_mulVec, Matrix.smul_mulVec, dotProduct_add, dotProduct_smul,
      Complex.add_re, Complex.smul_re, smul_eq_mul] at h
    rw [← div_eq_inv_mul, le_div_iff₀ hpos, hadd]
    unfold expect
    linarith
```

The relative error is measured against the coupled value. After multiplication by 1 + q and 1 − q, the two bounds are linear in u and w, and both sides of the absolute-value inequality follow.

```lean
/-- For positive definite `D`, `0 ≤ q < 1`, and `qD - W`, `qD + W` positive semidefinite,
`⟨v, D⁻¹ v⟩` differs from `⟨v, (D + W)⁻¹ v⟩` by at most `q` times the latter. -/
theorem relative_error_le {D W : Matrix n n ℂ} {q : ℝ} (hD : D.PosDef) (hq0 : 0 ≤ q)
    (hq1 : q < 1) (hm : (q • D - W).PosSemidef) (hp : (q • D + W).PosSemidef) (v : n → ℂ) :
    |expect D⁻¹ v - expect (D + W)⁻¹ v| ≤ q * expect (D + W)⁻¹ v := by
  obtain ⟨h1, h2⟩ := coupled_value_bounds hD hq0 hq1 hm hp v
  rw [div_le_iff₀ (by linarith)] at h1
  rw [le_div_iff₀ (by linarith)] at h2
  rw [abs_le]
  constructor <;> linarith
```

For diagonal D the uncoupled value is the familiar sum over outer states. The theorem assumes that every `d i` is positive, that is, every outer state lies above the reference energy before coupling. The proof finds the inverse of `outerH d` by inverting the entries (`hinv`), evaluates the form as ∑ |vᵢ|²/dᵢ (`hsum`), and applies the main theorem.

```lean
/-- Let `D = outerH d` with all `d i` positive, `0 ≤ q < 1`, and `qD - W`, `qD + W` positive
semidefinite. Then `⟨v, (D + W)⁻¹ v⟩` is at least `∑ |v i|² / d i` divided by `1 + q` and at most
the same sum divided by `1 - q`. -/
theorem diagonal_sum_bounds {d : n → ℝ} {W : Matrix n n ℂ} {q : ℝ} (hd : ∀ i, 0 < d i)
    (hq0 : 0 ≤ q) (hq1 : q < 1) (hm : (q • outerH d - W).PosSemidef)
    (hp : (q • outerH d + W).PosSemidef) (v : n → ℂ) :
    (∑ i, ‖v i‖ ^ 2 / d i) / (1 + q) ≤ expect (outerH d + W)⁻¹ v ∧
      expect (outerH d + W)⁻¹ v ≤ (∑ i, ‖v i‖ ^ 2 / d i) / (1 - q) := by
  have hD : (outerH d).PosDef := Matrix.PosDef.diagonal fun i => by exact_mod_cast hd i
  have hinv : (outerH d)⁻¹ = outerH fun i => (d i)⁻¹ := by
    apply Matrix.inv_eq_right_inv
    rw [outerH, outerH, Matrix.diagonal_mul_diagonal, ← Matrix.diagonal_one]
    congr 1
    funext i
    rw [← Complex.ofReal_mul, mul_inv_cancel₀ (hd i).ne', Complex.ofReal_one]
  have hsum : expect (outerH d)⁻¹ v = ∑ i, ‖v i‖ ^ 2 / d i := by
    rw [hinv, expect, dotProduct, Complex.re_sum]
    refine Finset.sum_congr rfl fun i _ => ?_
    rw [outerH, Matrix.mulVec_diagonal, Complex.sq_norm, Complex.normSq_apply]
    simp only [Pi.star_apply, Complex.star_def, Complex.mul_re, Complex.mul_im,
      Complex.conj_re, Complex.conj_im, Complex.ofReal_re, Complex.ofReal_im]
    ring
  rw [← hsum]
  exact coupled_value_bounds hD hq0 hq1 hm hp v
```

## Couplings that reach the bounds

The constants 1 + q and 1 − q are the best possible under these hypotheses. For W = qD the two combinations are 0 and 2qD, and for W = −qD they are the same in the other order, so both choices are admissible. They rescale D by 1 + q and 1 − q, and the inverse by the reciprocals. The auxiliary statement `key` proves this for a general real factor c with 1 + c ≠ 0, and the theorem uses c = q and c = −q.

```lean
/-- For positive definite `D` and `0 ≤ q < 1`, the value `⟨v, (D + W)⁻¹ v⟩` equals
`⟨v, D⁻¹ v⟩ / (1 + q)` when `W = qD` and `⟨v, D⁻¹ v⟩ / (1 - q)` when `W = -qD`. -/
theorem bounds_attained {D : Matrix n n ℂ} {q : ℝ} (hD : D.PosDef) (hq0 : 0 ≤ q) (hq1 : q < 1)
    (v : n → ℂ) :
    expect (D + q • D)⁻¹ v = expect D⁻¹ v / (1 + q) ∧
      expect (D + (-q) • D)⁻¹ v = expect D⁻¹ v / (1 - q) := by
  have key : ∀ c : ℝ, 1 + c ≠ 0 → expect (D + c • D)⁻¹ v = expect D⁻¹ v / (1 + c) := by
    intro c hc
    have hi : (D + c • D)⁻¹ = (1 + c)⁻¹ • D⁻¹ := by
      apply Matrix.inv_eq_right_inv
      have e : D + c • D = (1 + c) • D := by module
      rw [e, Matrix.smul_mul, Matrix.mul_smul, smul_smul, mul_inv_cancel₀ hc, one_smul,
        Matrix.mul_nonsing_inv _ (isUnit_iff_ne_zero.2 hD.det_pos.ne')]
    rw [hi, expect, Matrix.smul_mulVec, dotProduct_smul, Complex.smul_re, smul_eq_mul,
      div_eq_inv_mul, expect]
  exact ⟨key q (by linarith), by rw [key (-q) (by linarith), ← sub_eq_add_neg]⟩
```

Purely off-diagonal coupling can meet the conditions too. Take two outer levels with energies 2 and 8, coupling 2 and q = 1/2. The matrices qD − W and qD + W have diagonal entries 1 and 4 and off-diagonal entries −2 and 2 respectively. Each is a Gram matrix G†G, where the first row of G is (1, −2) or (1, 2) and the second row is zero. The proof supplies these factors and checks the entries.

This example also reaches both bounds. For v = (1, 2) and for v = (1, −2) the uncoupled value is 1/2 + 4/8 = 1. The coupled value is 2/3 = 1/(1 + q) for the first vector and 2 = 1/(1 − q) for the second. These two vectors differ only in the relative sign of the couplings to the reference, yet neglecting W overestimates the correction for the first and underestimates it for the second.

```lean
/-- For `D` diagonal with entries 2 and 8, and `W` with zero diagonal and off-diagonal entries 2,
`D` is positive definite and both `D/2 - W` and `D/2 + W` are positive semidefinite. -/
theorem coupled_value_bounds_witness :
    (outerH ![2, 8]).PosDef ∧
      ((1 / 2 : ℝ) • outerH ![2, 8] - !![0, 2; 2, 0]).PosSemidef ∧
      ((1 / 2 : ℝ) • outerH ![2, 8] + !![0, 2; 2, 0]).PosSemidef := by
  refine ⟨Matrix.PosDef.diagonal fun i => ?_, ?_, ?_⟩
  · fin_cases i <;> simp
  · -- each combination is a Gram matrix
    convert Matrix.posSemidef_conjTranspose_mul_self (!![1, -2; 0, 0] : Matrix (Fin 2) (Fin 2) ℂ)
      using 1
    ext i j
    fin_cases i <;> fin_cases j <;>
      norm_num [outerH, Matrix.mul_apply, Fin.sum_univ_succ, Matrix.diagonal] <;>
      norm_num [Complex.ext_iff]
  · convert Matrix.posSemidef_conjTranspose_mul_self (!![1, 2; 0, 0] : Matrix (Fin 2) (Fin 2) ℂ)
      using 1
    ext i j
    fin_cases i <;> fin_cases j <;>
      norm_num [outerH, Matrix.mul_apply, Fin.sum_univ_succ, Matrix.diagonal] <;>
      norm_num [Complex.ext_iff]

end

end OuterCouplingError
```

```lean
#print axioms OuterCouplingError.coupled_value_bounds
#print axioms OuterCouplingError.relative_error_le
#print axioms OuterCouplingError.diagonal_sum_bounds
#print axioms OuterCouplingError.bounds_attained
```

```
'OuterCouplingError.coupled_value_bounds' depends on axioms: [propext, Classical.choice, Quot.sound]
'OuterCouplingError.relative_error_le' depends on axioms: [propext, Classical.choice, Quot.sound]
'OuterCouplingError.diagonal_sum_bounds' depends on axioms: [propext, Classical.choice, Quot.sound]
'OuterCouplingError.bounds_attained' depends on axioms: [propext, Classical.choice, Quot.sound]
```
